# A level shift above the interaction's curvature bound lowers the mean-field energy at every SCF step that changes the density

## Why should moving orbital levels control the total energy?

I have one electron and two orbitals with energies 0 and 1/2, and whichever orbital is occupied is pushed up by 1 through a model self-interaction. With orbital 1 filled, the levels are 1 and 1/2, so aufbau moves the electron to orbital 2. The levels are then 0 and 3/2, and it moves back. The total energy alternates between 1/2 and 1 for ever.

A level shift stops this. But the shift only alters the matrix I diagonalise and does not appear in the energy at all. Why does it make the energy go down, and how large must it be?

## The shift charges for the distance moved

In your example, the Fock levels at orbital 1 predict that the move to orbital 2 changes the energy by −1/2. The true change is +1/2. The prediction misses by 1 because it freezes the interaction at the old density. Lowering the occupied level by b adds b to the cost of leaving it, and b ≥ 1 pays for the miss. With b = 5/4 the electron stays in orbital 1, and if it starts in orbital 2 it moves to orbital 1 and remains there.

For the general case, let D and D' be the old and new density matrices, real, symmetric and idempotent, with equal trace. Let h be the one-electron matrix and G the linear map from a density to its two-electron potential. The energy and the shifted Fock matrix are

E(D) = tr(hD) + tr(D G(D))/2

M = h + G(D) − bD.

Assume tr(X G(Y)) = tr(Y G(X)) and tr(X G(X)) ≤ K tr(X²) for symmetric X and Y. The number K bounds how strongly the interaction energy curves upward when the density changes. The step is required to satisfy tr(MD') ≤ tr(MD).

Write Δ = D' − D. Idempotency and equal trace give

tr(Δ²) = tr D' + tr D − 2 tr(DD') = 2 tr D − 2 tr(DD'),

so that

tr(DΔ) = tr(DD') − tr D = −tr(Δ²)/2.

By the symmetry of G,

tr(Δ G(Δ)) = tr(D' G(D')) − 2 tr(D' G(D)) + tr(D G(D)).

Solving for tr(D' G(D')) and inserting it in E(D') gives

E(D') = E(D) + tr((h + G(D))Δ) + tr(Δ G(Δ))/2.

The step condition says tr(MΔ) ≤ 0, hence

tr((h + G(D))Δ) ≤ b tr(DΔ) = −b tr(Δ²)/2.

The last term of the energy is at most K tr(Δ²)/2. Together,

E(D') ≤ E(D) − (b − K) tr(Δ²)/2.

Since tr(Δ²) is the sum of the squared entries of Δ, it is positive unless D' = D. So b > K gives a strict decrease whenever the density changes.

### What happens over a whole run

Number the densities D_0, D_1, and so on. Adding the first m inequalities gives

(b − K)/2 · Σ_{k<m} tr((D_{k+1} − D_k)²) ≤ E(D_0) − E(D_m).

The energy cannot fall without limit. For any density matrix D, symmetry and idempotency give D_ii = Σ_j D_ij², so D_ii ≤ 1 and every entry of D lies in [−1, 1]. The continuous function E is bounded below on that compact box. For b > K the squared steps therefore have a finite sum and tend to zero.

Small steps do not imply a ground state. In your example with b = 2, an electron started in orbital 2 sees levels 0 and −1/2 and stays there, at the higher energy.

### The constant is the best possible

Take h = (K − b)D' and G(X) = KX. Then M = (K − b)(D + D'), so tr(MD') = tr(MD), and

E(D') − E(D) = (K − b)(tr D − tr(DD')) = −(b − K) tr(Δ²)/2.

The bound is attained for any two densities of equal trace. If b < K and D' ≠ D, this permitted step raises the energy. It is a tie in tr(M·), which the step condition allows; D' need not be an aufbau minimiser.

### In an SCF program

In an orthonormal basis, build F = h + G(D), subtract bD, diagonalise, fill the N lowest eigenvectors and form D' from them. This filling minimises tr(MX) over projectors X of trace N, so it meets the step condition. Raising the virtual levels by b instead gives F + b(1 − D), which differs from M by a multiple of the identity and selects the same orbitals. At self-consistency the orbitals are eigenvectors of F as well as of M, but the occupied eigenvalues of M lie b below those of F, so b has to be added back to them to obtain the orbital energies. If the virtual levels were raised instead, b is subtracted from those. Which solution is reached can still depend on b: in your example, a start in orbital 2 ends in orbital 1 for b = 5/4 but stays in orbital 2 for b = 2.

For Hartree–Fock any fixed b > K is therefore sufficient, within a finite real basis, with integer occupations and with F built from the current density alone. If F is extrapolated from earlier steps, as in DIIS, the step condition is no longer guaranteed. In the closed-shell case, D can be the spatial projector, with G twice the Coulomb part minus exchange; E is then half the electronic energy. A Kohn–Sham functional that is not quadratic in D does not fit this form of E.

### If electrons may be added

Take a single orbital with h = 0, G(X) = X, K = 1 and b = 2, and go from D = 0 to D' = 1. Here M = 0, so tr(M·) does not rise, yet the energy goes from 0 to 1/2. The descent thus fails if the trace is allowed to grow: the shift acts on occupied orbitals and puts no charge on filling an empty one.

### The statement and proof in Lean

The finite type `n` labels the orthonormal basis. `IsDensity` means symmetric and idempotent, `energy` is E, and `shiftedFock` is M. `TraceSymmetric` and `CurvatureBound` are the two assumptions on G; they are hypotheses here, not derived from Coulomb integrals. `LevelShiftStep` contains equal trace and the inequality for tr(M·), so aufbau filling itself is not formalised.

The main theorem, `level_shift_descent`, holds for all real b and K. The condition `K < b` enters only in `level_shift_strict` and `level_shift_steps_vanish`.

```lean
import Mathlib

open Matrix Filter Topology

namespace LevelShiftSCF

noncomputable section

variable {n : Type*} [Fintype n]

/-- A density matrix in an orthonormal basis: real, symmetric and idempotent. -/
def IsDensity (D : Matrix n n ℝ) : Prop := D.IsSymm ∧ D * D = D

/-- The mean-field energy `E(D) = tr(hD) + tr(D G(D))/2`. -/
def energy (h : Matrix n n ℝ) (G : Matrix n n ℝ →ₗ[ℝ] Matrix n n ℝ)
    (D : Matrix n n ℝ) : ℝ :=
  trace (h * D) + trace (D * G D) / 2

/-- The level-shifted Fock matrix `M = h + G(D) - bD`. -/
def shiftedFock (h : Matrix n n ℝ) (G : Matrix n n ℝ →ₗ[ℝ] Matrix n n ℝ) (b : ℝ)
    (D : Matrix n n ℝ) : Matrix n n ℝ :=
  h + G D - b • D

/-- The two-electron map is trace-symmetric: `tr(X G(Y)) = tr(Y G(X))` for symmetric `X`, `Y`. -/
def TraceSymmetric (G : Matrix n n ℝ →ₗ[ℝ] Matrix n n ℝ) : Prop :=
  ∀ X Y : Matrix n n ℝ, X.IsSymm → Y.IsSymm → trace (X * G Y) = trace (Y * G X)

/-- The curvature of the two-electron energy is at most `K`:
`tr(X G(X)) ≤ K tr(X²)` for symmetric `X`. -/
def CurvatureBound (G : Matrix n n ℝ →ₗ[ℝ] Matrix n n ℝ) (K : ℝ) : Prop :=
  ∀ X : Matrix n n ℝ, X.IsSymm → trace (X * G X) ≤ K * trace (X * X)

/-- A level-shifted step from `D` to `D'` keeps the trace and does not raise `tr(M ·)`,
where `M` is the shifted Fock matrix built from `D`. -/
def LevelShiftStep (h : Matrix n n ℝ) (G : Matrix n n ℝ →ₗ[ℝ] Matrix n n ℝ) (b : ℝ)
    (D D' : Matrix n n ℝ) : Prop :=
  trace D' = trace D ∧
    trace (shiftedFock h G b D * D') ≤ trace (shiftedFock h G b D * D)

/-- For idempotent matrices of equal trace, the overlap `tr(DD')` falls short of `tr D` by half of
`tr((D'-D)²)`. -/
theorem overlap_eq {D D' : Matrix n n ℝ} (hD : D * D = D) (hD' : D' * D' = D')
    (ht : trace D' = trace D) :
    trace (D * D') = trace D - trace ((D' - D) * (D' - D)) / 2 := by
  have hc := Matrix.trace_mul_comm D' D
  simp only [Matrix.sub_mul, Matrix.mul_sub, Matrix.trace_sub, hD, hD']
  linarith

/-- A level-shifted step between density matrices obeys
`E(D') ≤ E(D) - (b-K) tr((D'-D)²)/2`, if `G` is trace-symmetric with curvature at most `K`. -/
theorem level_shift_descent {h D D' : Matrix n n ℝ}
    {G : Matrix n n ℝ →ₗ[ℝ] Matrix n n ℝ} {b K : ℝ}
    (hG : TraceSymmetric G) (hK : CurvatureBound G K)
    (hD : IsDensity D) (hD' : IsDensity D') (hs : LevelShiftStep h G b D D') :
    energy h G D' ≤ energy h G D - (b - K) / 2 * trace ((D' - D) * (D' - D)) := by
  have hB := hK (D' - D) (hD'.1.sub hD.1)
  have hsym := hG D D' hD.1 hD'.1
  -- the second-order term of the energy
  have hquad : trace ((D' - D) * G (D' - D)) =
      trace (D' * G D') - 2 * trace (D' * G D) + trace (D * G D) := by
    simp only [map_sub, Matrix.sub_mul, Matrix.mul_sub, Matrix.trace_sub]
    linarith
  -- the first-order term, controlled by the step condition
  have hlin := hs.2
  simp only [shiftedFock, Matrix.sub_mul, Matrix.add_mul, Matrix.smul_mul, Matrix.trace_sub,
    Matrix.trace_add, Matrix.trace_smul, smul_eq_mul, hD.2] at hlin
  have hc' := Matrix.trace_mul_comm (G D) D'
  have hc := Matrix.trace_mul_comm (G D) D
  -- the shift penalises the squared step length
  have hb : b * trace (D * D') = b * trace D - b * trace ((D' - D) * (D' - D)) / 2 := by
    linear_combination b * overlap_eq hD.2 hD'.2 hs.1
  unfold energy
  linarith

/-- The squared length `tr(X²)` of a nonzero symmetric matrix is positive. -/
theorem trace_sq_pos {X : Matrix n n ℝ} (hX : X.IsSymm) (h0 : X ≠ 0) :
    0 < trace (X * X) := by
  have hsum : trace (X * X) = ∑ i, ∑ j, X i j ^ 2 := by
    simp only [Matrix.trace, Matrix.diag_apply, Matrix.mul_apply]
    refine Finset.sum_congr rfl fun i _ => Finset.sum_congr rfl fun j _ => ?_
    rw [hX.apply i j]
    ring
  obtain ⟨i, j, hij⟩ : ∃ i j, X i j ≠ 0 := by
    by_contra hc
    exact h0 (Matrix.ext fun i j => Classical.byContradiction fun hij => hc ⟨i, j, hij⟩)
  have h1 : 0 < X i j ^ 2 := by positivity
  have h2 := Finset.single_le_sum (f := fun k => X i k ^ 2)
    (fun k _ => sq_nonneg _) (Finset.mem_univ j)
  have h3 := Finset.single_le_sum (f := fun l => ∑ k, X l k ^ 2)
    (fun l _ => Finset.sum_nonneg fun k _ => sq_nonneg _) (Finset.mem_univ i)
  rw [hsum]
  exact h1.trans_le (h2.trans h3)

/-- If the shift `b` exceeds the curvature bound `K` of a trace-symmetric `G`, every
level-shifted step to a different density matrix strictly lowers the energy. -/
theorem level_shift_strict {h D D' : Matrix n n ℝ}
    {G : Matrix n n ℝ →ₗ[ℝ] Matrix n n ℝ} {b K : ℝ}
    (hG : TraceSymmetric G) (hK : CurvatureBound G K) (hbK : K < b)
    (hD : IsDensity D) (hD' : IsDensity D') (hs : LevelShiftStep h G b D D')
    (hne : D' ≠ D) : energy h G D' < energy h G D := by
  have h1 := level_shift_descent hG hK hD hD' hs
  have h2 := trace_sq_pos (hD'.1.sub hD.1) (sub_ne_zero.mpr hne)
  have h3 := mul_pos (half_pos (sub_pos.mpr hbK)) h2
  linarith

/-- In a finite basis the energy is bounded below on the set of all density matrices. -/
theorem energy_bounded_below (h : Matrix n n ℝ) (G : Matrix n n ℝ →ₗ[ℝ] Matrix n n ℝ) :
    ∃ c, ∀ D, IsDensity D → c ≤ energy h G D := by
  have hbox : IsCompact (Set.pi Set.univ fun _ : n =>
      Set.pi Set.univ fun _ : n => Set.Icc (-1 : ℝ) 1) :=
    isCompact_univ_pi fun _ => isCompact_univ_pi fun _ => isCompact_Icc
  have hG : Continuous fun D => G D := G.continuous_of_finiteDimensional
  have hE : Continuous (energy h G) :=
    ((continuous_const.matrix_mul continuous_id).matrix_trace).add
      (((continuous_id.matrix_mul hG).matrix_trace).div_const 2)
  obtain ⟨c, hc⟩ := IsCompact.bddBelow_image (α := ℝ) (β := Matrix n n ℝ) hbox hE.continuousOn
  refine ⟨c, fun D hD => hc ⟨D, fun i _ j _ => ?_, rfl⟩⟩
  -- idempotency confines every entry to [-1, 1]
  have h1 : ∑ k, D i k ^ 2 = D i i := by
    have h0 : (D * D) i i = D i i := by rw [hD.2]
    rw [← h0, Matrix.mul_apply]
    refine Finset.sum_congr rfl fun k _ => ?_
    rw [hD.1.apply i k]
    ring
  have h2 : ∀ k, D i k ^ 2 ≤ D i i := fun k =>
    (Finset.single_le_sum (f := fun k => D i k ^ 2)
      (fun k _ => sq_nonneg _) (Finset.mem_univ k)).trans_eq h1
  have h3 : D i i ≤ 1 := by nlinarith [h2 i]
  constructor <;> nlinarith [h2 j]

/-- Along a level-shifted SCF run of density matrices with `b > K`, for trace-symmetric `G` of
curvature at most `K`, the squared step length `tr((D_{k+1}-D_k)²)` tends to zero. -/
theorem level_shift_steps_vanish {h : Matrix n n ℝ}
    {G : Matrix n n ℝ →ₗ[ℝ] Matrix n n ℝ} {b K : ℝ}
    (hG : TraceSymmetric G) (hK : CurvatureBound G K) (hbK : K < b)
    (D : ℕ → Matrix n n ℝ) (hD : ∀ k, IsDensity (D k))
    (hs : ∀ k, LevelShiftStep h G b (D k) (D (k + 1))) :
    Tendsto (fun k => trace ((D (k + 1) - D k) * (D (k + 1) - D k))) atTop (𝓝 0) := by
  obtain ⟨c, hc⟩ := energy_bounded_below h G
  -- the energy drops add up
  have hsum : ∀ m, (b - K) / 2 * ∑ k ∈ Finset.range m,
      trace ((D (k + 1) - D k) * (D (k + 1) - D k)) ≤
        energy h G (D 0) - energy h G (D m) := by
    intro m
    induction m with
    | zero => simp
    | succ m ih =>
      rw [Finset.sum_range_succ, mul_add]
      linarith [level_shift_descent hG hK (hD m) (hD (m + 1)) (hs m)]
  have hpos : 0 < (b - K) / 2 := half_pos (sub_pos.mpr hbK)
  refine (summable_of_sum_range_le (c := (energy h G (D 0) - c) / ((b - K) / 2))
    (fun k => ?_) (fun m => ?_)).tendsto_atTop_zero
  · by_cases h0 : D (k + 1) - D k = 0
    · simp [h0]
    · exact (trace_sq_pos ((hD (k + 1)).1.sub (hD k).1) h0).le
  · rw [le_div_iff₀ hpos, mul_comm]
    linarith [hsum m, hc (D m) (hD m)]

/-- The descent bound is sharp: for any density matrices of equal trace and any `b`, `K`, the
model `h = (K-b)D'`, `G(X) = KX` meets the conditions of the bound and attains equality. -/
theorem level_shift_sharp {D D' : Matrix n n ℝ} (hD : IsDensity D) (hD' : IsDensity D')
    (ht : trace D' = trace D) (b K : ℝ) :
    TraceSymmetric (K • (LinearMap.id : Matrix n n ℝ →ₗ[ℝ] Matrix n n ℝ)) ∧
    CurvatureBound (K • (LinearMap.id : Matrix n n ℝ →ₗ[ℝ] Matrix n n ℝ)) K ∧
    LevelShiftStep ((K - b) • D') (K • LinearMap.id) b D D' ∧
    energy ((K - b) • D') (K • LinearMap.id) D' =
      energy ((K - b) • D') (K • LinearMap.id) D
        - (b - K) / 2 * trace ((D' - D) * (D' - D)) := by
  have hc := Matrix.trace_mul_comm D' D
  have ho := overlap_eq hD.2 hD'.2 ht
  refine ⟨fun X Y _ _ => ?_, fun X _ => le_of_eq ?_, ⟨ht, le_of_eq ?_⟩, ?_⟩
  · simp only [LinearMap.smul_apply, LinearMap.id_apply, Matrix.mul_smul, Matrix.trace_smul]
    rw [Matrix.trace_mul_comm]
  · simp only [LinearMap.smul_apply, LinearMap.id_apply, Matrix.mul_smul, Matrix.trace_smul,
      smul_eq_mul]
  · simp only [shiftedFock, LinearMap.smul_apply, LinearMap.id_apply, Matrix.sub_mul,
      Matrix.add_mul, Matrix.smul_mul, Matrix.trace_sub, Matrix.trace_add, Matrix.trace_smul,
      smul_eq_mul, hD.2, hD'.2]
    linear_combination (K - b) * ht - (K - b) * hc
  · simp only [energy, LinearMap.smul_apply, LinearMap.id_apply, Matrix.smul_mul,
      Matrix.mul_smul, Matrix.trace_smul, smul_eq_mul, hD.2, hD'.2]
    linear_combination (3 * K / 2 - b) * ht - (K - b) * hc - (K - b) * ho

/-- Two orbitals, one occupied: moving the electron from the first to the second is a
level-shifted step between density matrices for `h = -diag(0,1)`, `G(X) = X`, `K = 1`, `b = 2`. -/
theorem level_shift_witness :
    IsDensity !![(1 : ℝ), 0; 0, 0] ∧ IsDensity !![(0 : ℝ), 0; 0, 1] ∧
    TraceSymmetric (LinearMap.id : Matrix (Fin 2) (Fin 2) ℝ →ₗ[ℝ] _) ∧
    CurvatureBound (LinearMap.id : Matrix (Fin 2) (Fin 2) ℝ →ₗ[ℝ] _) 1 ∧
    LevelShiftStep (-!![(0 : ℝ), 0; 0, 1]) LinearMap.id 2
      !![(1 : ℝ), 0; 0, 0] !![(0 : ℝ), 0; 0, 1] := by
  refine ⟨⟨Matrix.IsSymm.ext fun i j => ?_, ?_⟩, ⟨Matrix.IsSymm.ext fun i j => ?_, ?_⟩,
    fun X Y _ _ => Matrix.trace_mul_comm X Y, fun X _ => ?_, ?_, ?_⟩
  · fin_cases i <;> fin_cases j <;> simp
  · ext i j
    fin_cases i <;> fin_cases j <;> simp [Matrix.mul_apply, Fin.sum_univ_succ]
  · fin_cases i <;> fin_cases j <;> simp
  · ext i j
    fin_cases i <;> fin_cases j <;> simp [Matrix.mul_apply, Fin.sum_univ_succ]
  · simp
  · simp [Matrix.trace_fin_two]
  · norm_num [shiftedFock, Matrix.trace_fin_two, Matrix.mul_apply, Fin.sum_univ_succ]

end

end LevelShiftSCF
```
```lean
#print axioms LevelShiftSCF.level_shift_strict
#print axioms LevelShiftSCF.level_shift_steps_vanish
#print axioms LevelShiftSCF.level_shift_sharp
```

```
'LevelShiftSCF.level_shift_strict' depends on axioms: [propext, Classical.choice, Quot.sound]
'LevelShiftSCF.level_shift_steps_vanish' depends on axioms: [propext, Classical.choice, Quot.sound]
'LevelShiftSCF.level_shift_sharp' depends on axioms: [propext, Classical.choice, Quot.sound]
```

`overlap_eq` is the identity for tr(DD'): `simp` multiplies out the square and uses idempotency, and `linarith` finishes with the cyclic property of the trace. In `level_shift_descent`, `hquad` is the expansion of tr(Δ G(Δ)), `hlin` is the step inequality written out, `hb` is the overlap identity multiplied by b, and `hB` is the curvature bound applied to Δ. The closing `linarith` adds them as above.

`trace_sq_pos` rewrites tr(X²) as a sum of squares and bounds it below by one nonzero entry squared; `level_shift_strict` combines this with the descent bound. `energy_bounded_below` supplies the compact box, the continuity of E and the bound on the entries.

In `level_shift_steps_vanish`, induction on `m` produces the summed inequality `hsum`. Bounded partial sums of nonnegative terms give a summable series, whose terms tend to zero.

`level_shift_sharp` checks the conditions and the equality for the model above, with `linear_combination` doing the trace algebra. `level_shift_witness` verifies a two-orbital instance with K = 1 and b = 2, so the assumptions are met by an actual step with b > K. There h = −diag(0, 1), and the energy falls from 1/2 to −1/2, exactly the guaranteed amount.
